# Near an eigenstate, the energy error is quadratic and other observables have a linear bound

## Stopping an eigensolver on the energy

An iterative eigensolver for a fixed Hamiltonian is often stopped when the energy has settled to a tolerance. The last trial state is then used for other quantities, such as a dipole moment. These quantities can be much less accurate than the energy. If the trial state contains a small admixture of one excited state, an energy error of $10^{-8}$ of the excitation energy corresponds to an error of about $10^{-4}$ in the state. An observable that couples the two states can have an error of that same order.

The estimates below apply to a linear, bounded Hamiltonian that is held fixed, as in the diagonalisation step inside one self-consistent-field (SCF) iteration. They do not treat the dependence of the Hamiltonian on the density.

## The bounds and their Lean form

Let $H$ be Hermitian with $H\psi=E\psi$, let $\psi$ and $\varphi$ be unit vectors, and put $d=\|\varphi-\psi\|$. Then, for any bounded operator $A$,

$$|\langle\varphi,H\varphi\rangle-E|\le\|H-E\|\,d^2,\qquad
|\langle\varphi,A\varphi\rangle-\langle\psi,A\psi\rangle|\le 2\|A\|\,d .$$

This is `energy_quadratic_observable_linear`. The states live in a complex inner product space `V` of any dimension, and operators are continuous linear maps `V →L[ℂ] V`. Matrices acting on an orthonormal basis are the finite-dimensional case, with $\|A\|$ the largest singular value. Unbounded Hamiltonians are not covered.

`expect A φ` is the complex number $\langle\varphi,A\varphi\rangle$, with the inner product conjugate-linear in its first slot. `Hermitian A` says that $\langle Ax,y\rangle=\langle x,Ay\rangle$ for all $x,y$, and `shifted H E` is $H-E$ with $E$ real. Only $H$ has to be Hermitian in this theorem.

Three further theorems refine the picture:

- `energy_error_refined` improves the energy bound to $\|H-E\|\,d^2(1-d^2/4)$.
- `two_level_energy_error` gives the exact error for a real superposition of two orthonormal eigenstates.
- `quadratic_error_iff_eigenstate` says that, for Hermitian $A$ and a unit vector $\psi$, a constant $C$ with error at most $Cd^2$ for all unit $\varphi$ exists exactly when $\psi$ is an eigenvector of $A$.

The last theorem shows that the distinction is not between the energy and everything else: any Hermitian observable with $\psi$ as an eigenvector has a quadratic error too.

## Why the first-order energy error vanishes

The operator $H-E$ annihilates $\psi$ on the right. It also does so on the left, because $H$ is Hermitian and $E$ is real:

$$\langle\psi,(H-E)\varphi\rangle=\langle H\psi,\varphi\rangle-E\langle\psi,\varphi\rangle=0.$$

Hence, for any complex $c$,

$$\langle\varphi-c\psi,(H-E)(\varphi-c\psi)\rangle
=\langle\varphi,(H-E)\varphi\rangle=\langle\varphi,H\varphi\rangle-E,$$

where the last equality uses $\|\varphi\|=1$. Cauchy–Schwarz gives $|\langle x,(H-E)x\rangle|\le\|H-E\|\,\|x\|^2$, and $c=1$ yields the quadratic bound.

For a general $A$, change the bra first and then the ket:

$$\langle\varphi,A\varphi\rangle-\langle\psi,A\psi\rangle
=\langle\varphi-\psi,A\varphi\rangle+\langle\psi,A(\varphi-\psi)\rangle.$$

Each term has modulus at most $\|A\|d$, which gives the linear bound.

The sharper energy bound comes from $c=r$ with $r=\operatorname{Re}\langle\varphi,\psi\rangle$. Since $d^2=2-2r$,

$$\|\varphi-r\psi\|^2=1-2r^2+r^2=1-r^2=d^2\left(1-\frac{d^2}{4}\right).$$

## The exact error for two levels

Let $\chi$ be a unit vector orthogonal to $\psi$ with $H\chi=E'\chi$. Take $\varphi=c\psi+s\chi$, where $c$ and $s$ are now real and $c^2+s^2=1$. Then $d^2=(c-1)^2+s^2=2(1-c)$. The cross terms in the energy vanish, so

$$\langle\varphi,H\varphi\rangle-E=c^2E+s^2E'-E=(E'-E)s^2
=(E'-E)\,d^2\left(1-\frac{d^2}{4}\right).$$

For small $d$ and $E'\ne E$, the state error $d$ is therefore about $\sqrt{|\langle\varphi,H\varphi\rangle-E|/|E'-E|}$, the square root of the ratio of the energy error to the level spacing.

## Only eigenvectors give a quadratic error

If $\psi$ is an eigenvector of $A$, the energy bound applies with $A$ in place of $H$. For the other direction, suppose that the error is at most $Cd^2$ for every unit $\varphi$, but that $\psi$ is not an eigenvector. Put $a=\langle\psi,A\psi\rangle$, which is real. The residual $w=A\psi-a\psi$ is nonzero and orthogonal to $\psi$. Let $n=\|w\|$ and $\chi=w/n$. Then $\langle\chi,A\psi\rangle=\langle\psi,A\chi\rangle=n$, and the state $\varphi=c\psi+s\chi$ has

$$\langle\varphi,A\varphi\rangle-a=2csn+s^2(b-a),\qquad b=\langle\chi,A\chi\rangle.$$

The first term is linear in $s$. To turn this into a contradiction, let $B=|b-a|$ and $K=B+|C|+1$, and choose $c,s>0$ with $c^2+s^2=1$ and $cn=Ks$. The error is then at least

$$2csn-s^2B=s^2(2K-B)=s^2(B+2|C|+2).$$

Since $0<c\le1$, we have $1-c\le1-c^2=s^2$, so the assumed bound allows at most $Cd^2=2C(1-c)\le2|C|s^2$. This is smaller, which is a contradiction.

## Checking the two slopes in code

The scaling can be tested on a small Hermitian matrix. Diagonalise it, add a small multiple $t$ of a fixed random vector to an eigenvector $\psi$, and normalise the result to get $\varphi$. Multiply $\varphi$ by the phase that makes $\langle\psi,\varphi\rangle$ real and positive. Expectation values ignore this phase, but $d$ does not. Plot both errors against $d$ on logarithmic axes. For small $t$, above the level of rounding errors, the energy typically shows slope 2, and an observable that does not have $\psi$ as an eigenvector typically shows slope 1.

In a production run the exact $\psi$ is unknown, so $d$ is not available. If the target is an observable other than the energy, it is sensible to monitor that observable or the residual $\|H\varphi-\langle\varphi,H\varphi\rangle\varphi\|$ as well as the energy.

## The complete Lean file

```lean
import Mathlib

open Matrix

namespace QuadraticEnergyError

noncomputable section

variable {V : Type*} [NormedAddCommGroup V] [InnerProductSpace ℂ V]

/-- The expectation value `⟨φ, A φ⟩`. -/
def expect (A : V →L[ℂ] V) (φ : V) : ℂ := inner ℂ φ (A φ)

/-- A bounded operator is Hermitian if it can be moved across the inner product. -/
def Hermitian (A : V →L[ℂ] V) : Prop := ∀ x y, inner ℂ (A x) y = inner ℂ x (A y)

/-- The shifted Hamiltonian `H - E`. -/
def shifted (H : V →L[ℂ] V) (E : ℝ) : V →L[ℂ] V := H - (E : ℂ) • ContinuousLinearMap.id ℂ V

/-- The superposition `c ψ + s χ` with real amplitudes. -/
def mix (c s : ℝ) (ψ χ : V) : V := (c : ℂ) • ψ + (s : ℂ) • χ

lemma inner_self_unit {ψ : V} (h : ‖ψ‖ = 1) : inner ℂ ψ ψ = (1 : ℂ) := by
  rw [inner_self_eq_norm_sq_to_K, h]; simp

/-- The energy error of a unit trial state is the expectation value of `H - E` in the trial
state with any multiple of the eigenstate removed. -/
theorem energy_error_identity {H : V →L[ℂ] V} (hH : Hermitian H) {E : ℝ} {ψ φ : V}
    (hψ : H ψ = (E : ℂ) • ψ) (hφ : ‖φ‖ = 1) (c : ℂ) :
    expect H φ - E = expect (shifted H E) (φ - c • ψ) := by
  have happ : ∀ x, shifted H E x = H x - (E : ℂ) • x := fun x => by simp [shifted]
  -- `H - E` annihilates the eigenstate from the right and from the left
  have hr : shifted H E ψ = 0 := by rw [happ, hψ, sub_self]
  have hl : inner ℂ ψ (shifted H E φ) = (0 : ℂ) := by
    rw [happ, inner_sub_right, ← hH, hψ, inner_smul_left, inner_smul_right,
      Complex.conj_ofReal, sub_self]
  unfold expect
  rw [map_sub, map_smul, hr, smul_zero, sub_zero, inner_sub_left, inner_smul_left, hl,
    mul_zero, sub_zero, happ, inner_sub_right, inner_smul_right, inner_self_unit hφ, mul_one]

/-- An expectation value is bounded by the operator norm times the squared norm of the state. -/
theorem norm_expect_le (A : V →L[ℂ] V) (x : V) : ‖expect A x‖ ≤ ‖A‖ * ‖x‖ ^ 2 := by
  calc ‖expect A x‖ ≤ ‖x‖ * ‖A x‖ := norm_inner_le_norm _ _
    _ ≤ ‖x‖ * (‖A‖ * ‖x‖) := by gcongr; exact A.le_opNorm x
    _ = ‖A‖ * ‖x‖ ^ 2 := by ring

/-- For unit states, the energy error about an eigenstate is at most `‖H - E‖ d²`, and the error
of any bounded observable is at most `2 ‖A‖ d`, where `d = ‖φ - ψ‖`. -/
theorem energy_quadratic_observable_linear {H : V →L[ℂ] V} (A : V →L[ℂ] V)
    (hH : Hermitian H) {E : ℝ} {ψ φ : V} (hψ : H ψ = (E : ℂ) • ψ)
    (h1 : ‖ψ‖ = 1) (hφ : ‖φ‖ = 1) :
    ‖expect H φ - E‖ ≤ ‖shifted H E‖ * ‖φ - ψ‖ ^ 2 ∧
    ‖expect A φ - expect A ψ‖ ≤ 2 * ‖A‖ * ‖φ - ψ‖ := by
  constructor
  · rw [energy_error_identity hH hψ hφ 1, one_smul]
    exact norm_expect_le _ _
  · -- change the bra first, then the ket
    have e : expect A φ - expect A ψ = inner ℂ (φ - ψ) (A φ) + inner ℂ ψ (A (φ - ψ)) := by
      unfold expect
      rw [map_sub, inner_sub_left, inner_sub_right]; ring
    have b1 : ‖(inner ℂ (φ - ψ) (A φ) : ℂ)‖ ≤ ‖φ - ψ‖ * ‖A‖ := by
      refine (norm_inner_le_norm _ _).trans ?_
      gcongr
      simpa [hφ] using A.le_opNorm φ
    have b2 : ‖(inner ℂ ψ (A (φ - ψ)) : ℂ)‖ ≤ ‖A‖ * ‖φ - ψ‖ := by
      refine (norm_inner_le_norm _ _).trans ?_
      rw [h1, one_mul]
      exact A.le_opNorm _
    rw [e]
    refine (norm_add_le _ _).trans ?_
    linarith

/-- The energy error of a unit trial state `φ` about a unit eigenstate `ψ` is at most `‖H - E‖ d² (1
- d²/4)`, where `d = ‖φ - ψ‖`. -/
theorem energy_error_refined {H : V →L[ℂ] V} (hH : Hermitian H) {E : ℝ} {ψ φ : V}
    (hψ : H ψ = (E : ℂ) • ψ) (h1 : ‖ψ‖ = 1) (hφ : ‖φ‖ = 1) :
    ‖expect H φ - E‖ ≤ ‖shifted H E‖ * (‖φ - ψ‖ ^ 2 * (1 - ‖φ - ψ‖ ^ 2 / 4)) := by
  -- remove the component of the trial state along `ψ`, with the real part of the overlap
  obtain ⟨r, hr⟩ : ∃ r : ℝ, r = (inner ℂ φ ψ : ℂ).re := ⟨_, rfl⟩
  have hd : ‖φ - ψ‖ ^ 2 = ‖φ‖ ^ 2 - 2 * (inner ℂ φ ψ : ℂ).re + ‖ψ‖ ^ 2 :=
    norm_sub_sq (𝕜 := ℂ) φ ψ
  have hp : ‖φ - (r : ℂ) • ψ‖ ^ 2 =
      ‖φ‖ ^ 2 - 2 * (inner ℂ φ ((r : ℂ) • ψ) : ℂ).re + ‖(r : ℂ) • ψ‖ ^ 2 :=
    norm_sub_sq (𝕜 := ℂ) φ ((r : ℂ) • ψ)
  rw [inner_smul_right, Complex.re_ofReal_mul, norm_smul, Complex.norm_real,
    Real.norm_eq_abs, mul_pow, sq_abs, ← hr, h1, hφ] at hp
  rw [← hr, h1, hφ] at hd
  have e : ‖φ - ψ‖ ^ 2 * (1 - ‖φ - ψ‖ ^ 2 / 4) = ‖φ - (r : ℂ) • ψ‖ ^ 2 := by
    rw [hp, hd]; ring
  rw [e, energy_error_identity hH hψ hφ (r : ℂ)]
  exact norm_expect_le _ _

lemma norm_mix_sq {ψ χ : V} (h1 : ‖ψ‖ = 1) (h2 : ‖χ‖ = 1) (h0 : inner ℂ ψ χ = (0 : ℂ))
    (c s : ℝ) : ‖mix c s ψ χ‖ ^ 2 = c ^ 2 + s ^ 2 := by
  have h : ‖mix c s ψ χ‖ ^ 2 = ‖(c : ℂ) • ψ‖ ^ 2
      + 2 * (inner ℂ ((c : ℂ) • ψ) ((s : ℂ) • χ) : ℂ).re + ‖(s : ℂ) • χ‖ ^ 2 :=
    norm_add_sq (𝕜 := ℂ) _ _
  rw [h, inner_smul_left, inner_smul_right, h0]
  simp [norm_smul, h1, h2]

lemma dist_mix_sq {ψ χ : V} (h1 : ‖ψ‖ = 1) (h2 : ‖χ‖ = 1) (h0 : inner ℂ ψ χ = (0 : ℂ))
    {c s : ℝ} (hcs : c ^ 2 + s ^ 2 = 1) : ‖mix c s ψ χ - ψ‖ ^ 2 = 2 * (1 - c) := by
  have e : mix c s ψ χ - ψ = mix (c - 1) s ψ χ := by
    unfold mix; push_cast; module
  rw [e, norm_mix_sq h1 h2 h0]
  linear_combination hcs

lemma expect_mix (A : V →L[ℂ] V) (ψ χ : V) (c s : ℝ) :
    expect A (mix c s ψ χ) = c ^ 2 * expect A ψ + s ^ 2 * expect A χ
      + c * s * (inner ℂ ψ (A χ) + inner ℂ χ (A ψ)) := by
  simp only [expect, mix, map_add, map_smul, inner_add_left, inner_add_right,
    inner_smul_left, inner_smul_right, Complex.conj_ofReal]
  ring

/-- Let `φ = c ψ + s χ` with real `c`, `s` and `c² + s² = 1`, where `ψ` and `χ` are orthonormal
eigenstates with energies `E` and `E'`. The energy error of `φ` relative to `E` is exactly `(E' - E)
d² (1 - d²/4)`, where `d = ‖φ - ψ‖`. -/
theorem two_level_energy_error {H : V →L[ℂ] V} {E E' : ℝ} {ψ χ : V}
    (hψ : H ψ = (E : ℂ) • ψ) (hχ : H χ = (E' : ℂ) • χ) (h1 : ‖ψ‖ = 1) (h2 : ‖χ‖ = 1)
    (h0 : inner ℂ ψ χ = (0 : ℂ)) {c s : ℝ} (hcs : c ^ 2 + s ^ 2 = 1) :
    expect H (mix c s ψ χ) - E = (((E' - E) *
      (‖mix c s ψ χ - ψ‖ ^ 2 * (1 - ‖mix c s ψ χ - ψ‖ ^ 2 / 4)) : ℝ) : ℂ) := by
  have hd : 2 * (1 - c) * (1 - 2 * (1 - c) / 4) = s ^ 2 := by linear_combination -hcs
  have hC : (c : ℂ) ^ 2 + (s : ℂ) ^ 2 = 1 := by exact_mod_cast hcs
  have h0' : inner ℂ χ ψ = (0 : ℂ) := inner_eq_zero_symm.mp h0
  rw [dist_mix_sq h1 h2 h0 hcs, hd, expect_mix]
  simp only [expect, hψ, hχ, inner_smul_right, h0, h0', inner_self_unit h1, inner_self_unit h2]
  push_cast
  linear_combination (E : ℂ) * hC

/-- For a Hermitian observable, the error of its expectation value about a unit state `ψ` has a
quadratic bound over all unit trial states exactly when `ψ` is an eigenstate of it. -/
theorem quadratic_error_iff_eigenstate {A : V →L[ℂ] V} (hA : Hermitian A) {ψ : V}
    (h1 : ‖ψ‖ = 1) :
    (∃ C : ℝ, ∀ φ : V, ‖φ‖ = 1 → ‖expect A φ - expect A ψ‖ ≤ C * ‖φ - ψ‖ ^ 2) ↔
      ∃ E : ℝ, A ψ = (E : ℂ) • ψ := by
  constructor
  · rintro ⟨C, hC⟩
    have hreal : ((expect A ψ).re : ℂ) = expect A ψ :=
      Complex.conj_eq_iff_re.mp ((inner_conj_symm (A ψ) ψ).trans (hA ψ ψ))
    refine ⟨(expect A ψ).re, ?_⟩
    rw [hreal]
    by_contra hne
    -- the normalised residual `χ` is the direction of first-order change
    obtain ⟨w, hw⟩ : ∃ w, w = A ψ - expect A ψ • ψ := ⟨_, rfl⟩
    have hn : 0 < ‖w‖ := by
      rw [norm_pos_iff, hw]; exact sub_ne_zero.mpr hne
    obtain ⟨n, hnw⟩ : ∃ n : ℝ, n = ‖w‖ := ⟨_, rfl⟩
    rw [← hnw] at hn
    have hψw : inner ℂ ψ w = (0 : ℂ) := by
      rw [hw, inner_sub_right, inner_smul_right, inner_self_unit h1, mul_one]
      exact sub_self _
    obtain ⟨χ, hχ⟩ : ∃ χ : V, χ = ((n⁻¹ : ℝ) : ℂ) • w := ⟨_, rfl⟩
    have h2 : ‖χ‖ = 1 := by
      rw [hχ, norm_smul, Complex.norm_real, Real.norm_eq_abs, abs_of_pos (inv_pos.mpr hn),
        ← hnw, inv_mul_cancel₀ hn.ne']
    have h0 : inner ℂ ψ χ = (0 : ℂ) := by rw [hχ, inner_smul_right, hψw, mul_zero]
    have h0' : inner ℂ χ ψ = (0 : ℂ) := inner_eq_zero_symm.mp h0
    have hdec : A ψ = (n : ℂ) • χ + expect A ψ • ψ := by
      rw [hχ, smul_smul, ← Complex.ofReal_mul, mul_inv_cancel₀ hn.ne', Complex.ofReal_one,
        one_smul, hw, sub_add_cancel]
    have m1 : inner ℂ χ (A ψ) = (n : ℂ) := by
      rw [hdec, inner_add_right, inner_smul_right, inner_smul_right, h0', inner_self_unit h2]
      ring
    have m2 : inner ℂ ψ (A χ) = (n : ℂ) := by
      rw [← hA, ← inner_conj_symm, m1, Complex.conj_ofReal]
    -- choose the mixing angle with tangent `n / K`
    obtain ⟨B, hB⟩ : ∃ B : ℝ, B = ‖expect A χ - expect A ψ‖ := ⟨_, rfl⟩
    have hB0 : 0 ≤ B := hB ▸ norm_nonneg _
    obtain ⟨K, hK⟩ : ∃ K : ℝ, K = B + |C| + 1 := ⟨_, rfl⟩
    have hK0 : 0 < K := by rw [hK]; positivity
    obtain ⟨c, s, hc, hs, hcs, hcn⟩ :
        ∃ c s : ℝ, 0 < c ∧ 0 < s ∧ c ^ 2 + s ^ 2 = 1 ∧ c * n = K * s := by
      have hr : 0 < √(K ^ 2 + n ^ 2) := Real.sqrt_pos.mpr (by positivity)
      have hr2 : √(K ^ 2 + n ^ 2) ^ 2 = K ^ 2 + n ^ 2 := Real.sq_sqrt (by positivity)
      refine ⟨K / √(K ^ 2 + n ^ 2), n / √(K ^ 2 + n ^ 2), by positivity, by positivity, ?_, by ring⟩
      rw [div_pow, div_pow, hr2, ← add_div, div_self (by positivity)]
    have hu : ‖mix c s ψ χ‖ = 1 :=
      (pow_eq_one_iff_of_nonneg (norm_nonneg _) two_ne_zero).mp
        ((norm_mix_sq h1 h2 h0 c s).trans hcs)
    have hb := hC _ hu
    rw [dist_mix_sq h1 h2 h0 hcs] at hb
    have hCc : (c : ℂ) ^ 2 + (s : ℂ) ^ 2 = 1 := by exact_mod_cast hcs
    have e : ((2 * (c * n) * s : ℝ) : ℂ) = (expect A (mix c s ψ χ) - expect A ψ)
        - ((s ^ 2 : ℝ) : ℂ) * (expect A χ - expect A ψ) := by
      rw [expect_mix, m1, m2]
      push_cast
      linear_combination -(expect A ψ) * hCc
    have hlow := norm_sub_le (expect A (mix c s ψ χ) - expect A ψ)
      (((s ^ 2 : ℝ) : ℂ) * (expect A χ - expect A ψ))
    rw [← e, norm_mul, Complex.norm_real, Complex.norm_real, Real.norm_eq_abs,
      Real.norm_eq_abs, abs_of_pos (by positivity), abs_of_pos (by positivity), ← hB, hcn] at hlow
    have hc1 : c ≤ 1 := by nlinarith [sq_nonneg s]
    have hd : 2 * (1 - c) ≤ 2 * s ^ 2 := by nlinarith
    have hup : C * (2 * (1 - c)) ≤ |C| * (2 * s ^ 2) :=
      (mul_le_mul_of_nonneg_right (le_abs_self C) (by linarith)).trans
        (mul_le_mul_of_nonneg_left hd (abs_nonneg C))
    have hs2 : 0 < s ^ 2 := by positivity
    have hsB : 0 ≤ s ^ 2 * B := by positivity
    rw [hK] at hlow
    nlinarith
  · rintro ⟨E, hE⟩
    refine ⟨‖shifted A E‖, fun φ hφ => ?_⟩
    have e : expect A ψ = E := by
      unfold expect
      rw [hE, inner_smul_right, inner_self_unit h1, mul_one]
    rw [e]
    exact (energy_quadratic_observable_linear A hA hE h1 hφ).1

/-- The Pauli matrix `σz` as an operator on the state space of a qubit. -/
def pauliZ : EuclideanSpace ℂ (Fin 2) →L[ℂ] EuclideanSpace ℂ (Fin 2) :=
  Matrix.toEuclideanCLM (n := Fin 2) (𝕜 := ℂ) !![1, 0; 0, -1]

/-- The operator `σz` is Hermitian, and the two basis states of the qubit are orthonormal
eigenstates of it with eigenvalues `1` and `-1`. -/
theorem two_level_witness :
    Hermitian pauliZ ∧
    pauliZ !₂[1, 0] = ((1 : ℝ) : ℂ) • !₂[1, 0] ∧
    pauliZ !₂[0, 1] = ((-1 : ℝ) : ℂ) • !₂[0, 1] ∧
    ‖(!₂[1, 0] : EuclideanSpace ℂ (Fin 2))‖ = 1 ∧
    ‖(!₂[0, 1] : EuclideanSpace ℂ (Fin 2))‖ = 1 ∧
    inner ℂ (!₂[1, 0] : EuclideanSpace ℂ (Fin 2)) !₂[0, 1] = (0 : ℂ) := by
  have h : ∀ (x : EuclideanSpace ℂ (Fin 2)) (i : Fin 2),
      (pauliZ x).ofLp i = ((!![1, 0; 0, -1] : Matrix (Fin 2) (Fin 2) ℂ) *ᵥ x.ofLp) i :=
    fun _ _ => rfl
  refine ⟨fun x y => ?_, ?_, ?_, ?_, ?_, ?_⟩
  · simp [PiLp.inner_apply, Fin.sum_univ_two, h, Matrix.mulVec, dotProduct]
  · ext i
    rw [h]
    fin_cases i <;> simp [Matrix.mulVec, dotProduct, Fin.sum_univ_two]
  · ext i
    rw [h]
    fin_cases i <;> simp [Matrix.mulVec, dotProduct, Fin.sum_univ_two]
  · simp [EuclideanSpace.norm_eq, Fin.sum_univ_two]
  · simp [EuclideanSpace.norm_eq, Fin.sum_univ_two]
  · simp [PiLp.inner_apply, Fin.sum_univ_two]

end

end QuadraticEnergyError
```

```lean
#print axioms QuadraticEnergyError.energy_quadratic_observable_linear
#print axioms QuadraticEnergyError.energy_error_refined
#print axioms QuadraticEnergyError.two_level_energy_error
#print axioms QuadraticEnergyError.quadratic_error_iff_eigenstate
```

```
'QuadraticEnergyError.energy_quadratic_observable_linear' depends on axioms: [propext, Classical.choice, Quot.sound]
'QuadraticEnergyError.energy_error_refined' depends on axioms: [propext, Classical.choice, Quot.sound]
'QuadraticEnergyError.two_level_energy_error' depends on axioms: [propext, Classical.choice, Quot.sound]
'QuadraticEnergyError.quadratic_error_iff_eigenstate' depends on axioms: [propext, Classical.choice, Quot.sound]
```

## How the proof follows the derivation

`energy_error_identity` is the identity with arbitrary $c$. Its facts `hr` and `hl` are the annihilation of $\psi$ from the right and from the left, and the remaining rewrites expand the inner product. `norm_expect_le` supplies Cauchy–Schwarz together with the operator norm. The main theorem combines the two at $c=1$. For its second half, `e` is the split into a bra change and a ket change, and `b1` and `b2` bound the two terms.

In `energy_error_refined`, `hd` and `hp` expand $\|\varphi-\psi\|^2$ and $\|\varphi-r\psi\|^2$, and `ring` confirms the relation between them.

The superposition $c\psi+s\chi$ is `mix c s ψ χ`. The lemmas `norm_mix_sq`, `dist_mix_sq` and `expect_mix` compute its norm, its distance from $\psi$ and its expectation values. The two-level theorem inserts the eigenvalue equations into `expect_mix` and closes with `linear_combination`, using $c^2+s^2=1$.

In `quadratic_error_iff_eigenstate`, the direction from the quadratic bound to the eigenvector first shows that $a$ is real (`hreal`). It then argues by contradiction and builds $w$, $n$ and $\chi$ as above. The matrix elements equal to $n$ are `m1` and `m2`. The equation `e` isolates the first-order term $2csn$, and the triangle inequality turns it into the lower bound `hlow`. The upper bound is `hup`, and the final `nlinarith` finds the two incompatible.

`two_level_witness` verifies a concrete case: `pauliZ`, the Pauli matrix $\sigma_z$, is Hermitian, and the two basis states of a qubit are orthonormal eigenstates with eigenvalues $1$ and $-1$. With these states, $E=1$ and $E'=-1$, the two-level formula gives an energy error of $-2d^2(1-d^2/4)$. Here $\|\sigma_z-1\|=2$, so the refined bound is attained.
